# Bounds on A and B open a gap in the eigenvalues of symmetric ring-CCD amplitudes

With a single particle-hole excitation, the ring-CCD matrices are numbers: the Tamm–Dancoff excitation energy $\alpha$, the coupling $\beta$ between excitation and de-excitation, and the amplitude $t$. The amplitude equation is

$$\beta+2\alpha t+\beta t^2=0 .$$

Take $\alpha=5$ and $\beta=4$. The roots are $t=-1/2$ and $t=-2$. For any $\beta\neq0$ the product of the two roots is one, so a small root comes with a large partner. Weakening the coupling to $0<|\beta|<4$, or raising $\alpha$ above 5, moves the small root towards zero and the large one away from it in modulus. No such change puts a root between $1/2$ and $2$ in modulus.

With several excitations, $A$, $B$ and $T$ are matrices that obey $B+AT+TA+TBT=0$. The same interval stays empty for the moduli of the eigenvalues of a symmetric solution $T$ if, in every normalised real vector, the expectation value of $A$ is at least 5 and that of $B$ is at most 4 in modulus. The reason is that the expectation value of the amplitude equation in an eigenvector of $T$ is again a scalar quadratic.

## The excluded interval

Let $A$, $B$ and $T$ be real square matrices over a finite set of particle-hole excitations, with $T$ symmetric and

$$B+AT+TA+TBT=0 .$$

Suppose that two numbers $0<b<a$ satisfy, for every real vector $v$,

$$v\cdot Av\ \ge\ a\,v\cdot v,\qquad |v\cdot Bv|\ \le\ b\,v\cdot v .$$

Then every eigenvalue $t$ of $T$ satisfies

$$|t|\le r\quad\text{or}\quad |t|\ge \frac1r,\qquad r=\frac{a-\sqrt{a^2-b^2}}{b},\qquad 0<r<1 .$$

For symmetric $A$ and $B$, the best $a$ is the lowest eigenvalue of $A$, which is the lowest Tamm–Dancoff excitation energy. The best $b$ is the largest eigenvalue modulus of $B$, the strength of the coupling between excitations and de-excitations; if $B=0$, any positive $b<a$ will do. The condition $b<a$ makes the quadratic forms of $A+B$ and $A-B$ positive, so it is a sufficient condition for RPA stability.

As $b/a\to0$, $r$ behaves as $b/(2a)$, the size of the small scalar root to first order in the coupling when $\alpha=a$ and $|\beta|=b$. As $b\to a$, $r\to1$ and the gap closes.

## Checking which root a solver has found

The ring-CCD equation can have several solutions, and an iterative solver may converge to an unwanted one. In direct RPA with real orbitals, the correlation energy $\tfrac12\operatorname{tr}(BT)$ requires the solution built from the positive excitation energies, whose eigenvalues lie below one in modulus when the reference is stable. A code can test for this by diagonalising $T$. For a finite matrix model that obeys the bounds above, an exact symmetric solution has no eigenvalue with modulus between $r$ and $1/r$, so the test has a known margin, which shrinks to zero as $b\to a$.

If all eigenvalues do lie below one in modulus, the gap gives the stronger bound $|v\cdot Tv|\le r\,v\cdot v$ for every $v$. For normalised $v$, the expectation value of $T$ lies between $-r$ and $r$.

## From one eigenvector to the gap

**Expectation value.** Let $Tv=tv$ with $v\ne0$. Since $T$ is symmetric, $v\cdot Tw=(Tv)\cdot w=t\,v\cdot w$ for every $w$. Hence

$$v\cdot ATv=t\,v\cdot Av,\qquad v\cdot TAv=t\,v\cdot Av,\qquad v\cdot TBTv=t^2\,v\cdot Bv,$$

and the amplitude equation gives

$$(1+t^2)\,v\cdot Bv+2t\,v\cdot Av=0 .$$

**Bounds.** Move one term to the other side and take moduli. Because $v\cdot Av>0$,

$$2a|t|\,v\cdot v\ \le\ 2|t|\,v\cdot Av=(1+t^2)\,|v\cdot Bv|\ \le\ b(1+t^2)\,v\cdot v .$$

Division by $v\cdot v>0$ leaves $2a|t|\le b(1+t^2)$.

**The edge.** Put $s=\sqrt{a^2-b^2}$, so that $br=a-s$. Then $s<a$ gives $r>0$. Also $s^2-(a-b)^2=2b(a-b)>0$, so $s>a-b$ and $r<1$. Squaring $a-br=s$ gives $b^2r^2-2abr+b^2=0$, and division by $b$ gives

$$b(1+r^2)=2ar .$$

**Factorisation.** Replacing $2ar$ by $b(1+r^2)$, we find

$$r\left[b(1+t^2)-2a|t|\right]=b\,(r-|t|)(1-r|t|) .$$

The left side is nonnegative exactly when $2a|t|\le b(1+t^2)$. Since $r<1/r$, the right side is nonnegative exactly when $|t|\le r$ or $|t|\ge1/r$.

**Lower branch.** If every eigenvalue has $|t|<1$, the upper alternative is excluded because $1/r>1$. The symmetric matrices $r\mathbf 1-T$ and $r\mathbf 1+T$ then have eigenvalues $r-t\ge0$ and $r+t\ge0$. By the spectral theorem their expectation values are nonnegative, so $-r\,v\cdot v\le v\cdot Tv\le r\,v\cdot v$.

**Sharpness.** Choose any $t$ outside the gap and set $A=a\mathbf 1$, $B=\beta\mathbf 1$ and $T=t\mathbf 1$, with $\beta=-2at/(1+t^2)$. The residual is $[\beta(1+t^2)+2at]\mathbf 1=0$, and the equivalence above gives $|\beta|\le b$. With at least one excitation, $t$ is an eigenvalue of this $T$. The interval therefore cannot be widened using $a$ and $b$ alone, although a particular pair $A$, $B$ may have a wider gap.

## Lean source for the gap, its sharpness and the lower branch

```lean
import Mathlib

open Matrix

namespace RingCCDAmplitudeGap

noncomputable section

variable {n : Type*} [Fintype n]

/-- The residual `B + AT + TA + TBT` of the ring-CCD amplitude equation. -/
def amplitudeResidual (A B T : Matrix n n ℝ) : Matrix n n ℝ :=
  B + A * T + T * A + T * B * T

/-- The lower edge `r = (a - √(a² - b²)) / b` of the amplitude gap, meant for `0 < b < a`. -/
def gapEdge (a b : ℝ) : ℝ := (a - √(a ^ 2 - b ^ 2)) / b

/-- For `0 < b < a` the gap edge `r` lies strictly between 0 and 1 and solves the
scalar amplitude equation `b (1 + r²) = 2 a r`. -/
theorem gapEdge_spec {a b : ℝ} (hb : 0 < b) (hab : b < a) :
    0 < gapEdge a b ∧ gapEdge a b < 1 ∧
      b * (1 + gapEdge a b ^ 2) = 2 * a * gapEdge a b := by
  have hs : √(a ^ 2 - b ^ 2) ^ 2 = a ^ 2 - b ^ 2 := Real.sq_sqrt (by nlinarith)
  have hs0 : 0 ≤ √(a ^ 2 - b ^ 2) := Real.sqrt_nonneg _
  have hr : b * gapEdge a b = a - √(a ^ 2 - b ^ 2) := by
    unfold gapEdge
    exact mul_div_cancel₀ _ hb.ne'
  generalize √(a ^ 2 - b ^ 2) = s at hs hs0 hr
  generalize gapEdge a b = r at hr
  -- the root lies between a - b and a
  have h1 : s < a := by
    by_contra h
    nlinarith
  have h2 : a - b < s := by
    by_contra h
    nlinarith
  refine ⟨?_, ?_, ?_⟩
  · by_contra h
    nlinarith
  · by_contra h
    nlinarith
  · apply mul_left_cancel₀ hb.ne'
    linear_combination hs + (b * r + (a - s) - 2 * a) * hr

/-- For `0 < b < a`, the inequality `2 a |t| ≤ b (1 + t²)` holds exactly when `|t|` lies
outside the open interval from `r` to `1/r`. -/
theorem outside_gap_iff {a b : ℝ} (hb : 0 < b) (hab : b < a) (t : ℝ) :
    2 * a * |t| ≤ b * (1 + t ^ 2) ↔ |t| ≤ gapEdge a b ∨ 1 / gapEdge a b ≤ |t| := by
  obtain ⟨hr0, hr1, heq⟩ := gapEdge_spec hb hab
  have h2 : |t| ^ 2 = t ^ 2 := sq_abs t
  have hx : 0 ≤ |t| := abs_nonneg t
  generalize gapEdge a b = r at hr0 hr1 heq ⊢
  -- the quadratic factorises with roots r and 1/r
  have key : r * (b * (1 + t ^ 2) - 2 * a * |t|) = b * ((r - |t|) * (1 - r * |t|)) := by
    linear_combination |t| * heq - r * b * h2
  rw [div_le_iff₀ hr0]
  constructor
  · intro h
    by_contra hc
    rw [not_or, not_le, not_le] at hc
    have hpos : 0 < b * ((|t| - r) * (1 - r * |t|)) :=
      mul_pos hb (mul_pos (by linarith [hc.1]) (by linarith [hc.2, mul_comm r |t|]))
    have hnn : 0 ≤ r * (b * (1 + t ^ 2) - 2 * a * |t|) :=
      mul_nonneg hr0.le (by linarith)
    linarith
  · intro h
    have hprod : 0 ≤ (r - |t|) * (1 - r * |t|) := by
      rcases h with h | h
      · exact mul_nonneg (by linarith) (by nlinarith)
      · exact mul_nonneg_of_nonpos_of_nonpos (by nlinarith) (by linarith [mul_comm r |t|])
    have hnn : 0 ≤ r * (b * (1 + t ^ 2) - 2 * a * |t|) := by
      rw [key]
      exact mul_nonneg hb.le hprod
    have := (mul_nonneg_iff_of_pos_left hr0).1 hnn
    linarith

/-- The expectation value of the amplitude equation in an eigenvector `v` of a symmetric
solution `T`, with eigenvalue `t`, reads `(1 + t²) v·Bv + 2 t v·Av = 0`. -/
theorem eigenvector_expectation {A B T : Matrix n n ℝ} (hT : T.IsSymm)
    (hres : amplitudeResidual A B T = 0) {t : ℝ} {v : n → ℝ} (hv : T *ᵥ v = t • v) :
    (1 + t ^ 2) * (v ⬝ᵥ B *ᵥ v) + 2 * t * (v ⬝ᵥ A *ᵥ v) = 0 := by
  -- by symmetry T also acts to the left as multiplication by t
  have hleft : ∀ w : n → ℝ, v ⬝ᵥ T *ᵥ w = t * (v ⬝ᵥ w) := by
    intro w
    rw [Matrix.dotProduct_mulVec, ← Matrix.mulVec_transpose, hT.eq, hv, smul_dotProduct,
      smul_eq_mul]
  have h := congrArg (fun M : Matrix n n ℝ => v ⬝ᵥ M *ᵥ v) hres
  simp only [amplitudeResidual, Matrix.add_mulVec, ← Matrix.mulVec_mulVec, dotProduct_add,
    hleft, hv, Matrix.mulVec_smul, dotProduct_smul, smul_eq_mul, Matrix.zero_mulVec,
    dotProduct_zero] at h
  linear_combination h

/-- Amplitude gap: if `v·Av ≥ a v·v` and `|v·Bv| ≤ b v·v` for all `v`, with `0 < b < a`, then
every eigenvalue `t` of a symmetric ring-CCD solution `T` has `|t| ≤ r` or `|t| ≥ 1/r`. -/
theorem amplitude_gap {A B T : Matrix n n ℝ} {a b : ℝ} (hb : 0 < b) (hab : b < a)
    (hA : ∀ v : n → ℝ, a * (v ⬝ᵥ v) ≤ v ⬝ᵥ A *ᵥ v)
    (hB : ∀ v : n → ℝ, |v ⬝ᵥ B *ᵥ v| ≤ b * (v ⬝ᵥ v))
    (hT : T.IsSymm) (hres : amplitudeResidual A B T = 0)
    {t : ℝ} {v : n → ℝ} (hv0 : v ≠ 0) (hv : T *ᵥ v = t • v) :
    |t| ≤ gapEdge a b ∨ 1 / gapEdge a b ≤ |t| := by
  rw [← outside_gap_iff hb hab]
  have hn : 0 < v ⬝ᵥ v :=
    lt_of_le_of_ne (Finset.sum_nonneg fun i _ => mul_self_nonneg (v i))
      (fun h => hv0 (dotProduct_self_eq_zero.1 h.symm))
  have hApos : 0 < v ⬝ᵥ A *ᵥ v := lt_of_lt_of_le (mul_pos (hb.trans hab) hn) (hA v)
  have ht : 0 < 1 + t ^ 2 := by positivity
  -- compare the moduli of the two terms in the expectation value
  have e := congrArg abs (show (1 + t ^ 2) * (v ⬝ᵥ B *ᵥ v) = -(2 * t * (v ⬝ᵥ A *ᵥ v)) by
    linarith [eigenvector_expectation hT hres hv])
  rw [abs_neg, abs_mul, abs_mul, abs_mul, abs_of_pos ht, abs_of_pos hApos, abs_two] at e
  have h1 := mul_le_mul_of_nonneg_left (hA v) (abs_nonneg t)
  have h2 := mul_le_mul_of_nonneg_left (hB v) ht.le
  refine le_of_mul_le_mul_right ?_ hn
  linarith

/-- For `0 < b < a`, each `t` with `|t| ≤ r` or `|t| ≥ 1/r` gives a solution `T = t 1` for `A = a 1`
and `B = -2at/(1+t²) 1`, and these `A`, `B` obey the bounds `a`, `b`. -/
theorem amplitude_gap_sharp [DecidableEq n] {a b t : ℝ} (hb : 0 < b) (hab : b < a)
    (ht : |t| ≤ gapEdge a b ∨ 1 / gapEdge a b ≤ |t|) :
    amplitudeResidual (a • (1 : Matrix n n ℝ)) ((-(2 * a * t) / (1 + t ^ 2)) • 1) (t • 1) = 0 ∧
    (∀ v : n → ℝ, a * (v ⬝ᵥ v) ≤ v ⬝ᵥ (a • (1 : Matrix n n ℝ)) *ᵥ v) ∧
    (∀ v : n → ℝ, |v ⬝ᵥ ((-(2 * a * t) / (1 + t ^ 2)) • (1 : Matrix n n ℝ)) *ᵥ v|
      ≤ b * (v ⬝ᵥ v)) := by
  have hpos : 0 < 1 + t ^ 2 := by positivity
  have hform : ∀ (c : ℝ) (v : n → ℝ),
      v ⬝ᵥ (c • (1 : Matrix n n ℝ)) *ᵥ v = c * (v ⬝ᵥ v) := by
    intro c v
    rw [Matrix.smul_mulVec, Matrix.one_mulVec, dotProduct_smul, smul_eq_mul]
  refine ⟨?_, fun v => (hform a v).ge, fun v => ?_⟩
  · have hβ : -(2 * a * t) / (1 + t ^ 2) * (1 + t ^ 2) = -(2 * a * t) :=
      div_mul_cancel₀ _ hpos.ne'
    generalize -(2 * a * t) / (1 + t ^ 2) = β at hβ
    have h : amplitudeResidual (a • (1 : Matrix n n ℝ)) (β • 1) (t • 1)
        = (β * (1 + t ^ 2) + 2 * a * t) • (1 : Matrix n n ℝ) := by
      simp only [amplitudeResidual, mul_smul_comm, mul_one, smul_smul]
      module
    rw [h, hβ, neg_add_cancel, zero_smul]
  · have hn : 0 ≤ v ⬝ᵥ v := Finset.sum_nonneg fun i _ => mul_self_nonneg (v i)
    rw [hform, abs_mul, abs_of_nonneg hn]
    refine mul_le_mul_of_nonneg_right ?_ hn
    rw [abs_div, abs_neg, abs_mul, abs_mul, abs_two, abs_of_pos (hb.trans hab),
      abs_of_pos hpos, div_le_iff₀ hpos]
    exact (outside_gap_iff hb hab t).2 ht

/-- A real symmetric matrix whose eigenvalues are all nonnegative has nonnegative
expectation values. -/
theorem expectation_nonneg [DecidableEq n] {S : Matrix n n ℝ} (hS : S.IsSymm)
    (h : ∀ (μ : ℝ) (v : n → ℝ), v ≠ 0 → S *ᵥ v = μ • v → 0 ≤ μ) (v : n → ℝ) :
    0 ≤ v ⬝ᵥ S *ᵥ v := by
  have hH : S.IsHermitian := by
    rw [Matrix.IsHermitian, Matrix.conjTranspose_eq_transpose_of_trivial]
    exact hS.eq
  have hp : S.PosSemidef := by
    refine hH.posSemidef_iff_eigenvalues_nonneg.2 fun i => ?_
    refine h _ (hH.eigenvectorBasis i).ofLp (fun h0 => ?_) (hH.mulVec_eigenvectorBasis i)
    apply hH.eigenvectorBasis.orthonormal.ne_zero i
    ext j
    exact congrFun h0 j
  simpa using hp.dotProduct_mulVec_nonneg v

/-- If `v·Av ≥ a v·v` and `|v·Bv| ≤ b v·v` for all `v`, with `0 < b < a`, then a symmetric ring-CCD
solution `T` whose eigenvalues are all below one in modulus satisfies `|v·Tv| ≤ r v·v` for every
`v`. -/
theorem physical_amplitude_bound [DecidableEq n] {A B T : Matrix n n ℝ} {a b : ℝ}
    (hb : 0 < b) (hab : b < a)
    (hA : ∀ v : n → ℝ, a * (v ⬝ᵥ v) ≤ v ⬝ᵥ A *ᵥ v)
    (hB : ∀ v : n → ℝ, |v ⬝ᵥ B *ᵥ v| ≤ b * (v ⬝ᵥ v))
    (hT : T.IsSymm) (hres : amplitudeResidual A B T = 0)
    (hphys : ∀ (t : ℝ) (v : n → ℝ), v ≠ 0 → T *ᵥ v = t • v → |t| < 1) (v : n → ℝ) :
    |v ⬝ᵥ T *ᵥ v| ≤ gapEdge a b * (v ⬝ᵥ v) := by
  obtain ⟨hr0, hr1, -⟩ := gapEdge_spec hb hab
  -- the gap leaves only the lower branch
  have hlow : ∀ (t : ℝ) (w : n → ℝ), w ≠ 0 → T *ᵥ w = t • w → |t| ≤ gapEdge a b := by
    intro t w hw0 hw
    rcases amplitude_gap hb hab hA hB hT hres hw0 hw with h | h
    · exact h
    · rw [div_le_iff₀ hr0] at h
      nlinarith [hphys t w hw0 hw, abs_nonneg t]
  generalize gapEdge a b = r at hlow ⊢
  -- hence r - T and r + T are both positive semidefinite
  have hminus : 0 ≤ v ⬝ᵥ (r • (1 : Matrix n n ℝ) - T) *ᵥ v := by
    refine expectation_nonneg (by simp [Matrix.IsSymm, hT.eq]) (fun μ w hw0 hw => ?_) v
    rw [Matrix.sub_mulVec, Matrix.smul_mulVec, Matrix.one_mulVec] at hw
    have hTw : T *ᵥ w = (r - μ) • w := by
      rw [sub_smul, ← hw]
      abel
    linarith [(abs_le.1 (hlow _ w hw0 hTw)).2]
  have hplus : 0 ≤ v ⬝ᵥ (r • (1 : Matrix n n ℝ) + T) *ᵥ v := by
    refine expectation_nonneg (by simp [Matrix.IsSymm, hT.eq]) (fun μ w hw0 hw => ?_) v
    rw [Matrix.add_mulVec, Matrix.smul_mulVec, Matrix.one_mulVec] at hw
    have hTw : T *ᵥ w = (μ - r) • w := by
      rw [sub_smul, ← hw]
      abel
    linarith [(abs_le.1 (hlow _ w hw0 hTw)).1]
  rw [Matrix.sub_mulVec, Matrix.smul_mulVec, Matrix.one_mulVec, dotProduct_sub,
    dotProduct_smul, smul_eq_mul] at hminus
  rw [Matrix.add_mulVec, Matrix.smul_mulVec, Matrix.one_mulVec, dotProduct_add,
    dotProduct_smul, smul_eq_mul] at hplus
  exact abs_le.2 ⟨by linarith, by linarith⟩

end

end RingCCDAmplitudeGap
```

```lean
#print axioms RingCCDAmplitudeGap.amplitude_gap
-- 'RingCCDAmplitudeGap.amplitude_gap' depends on axioms: [propext, Classical.choice, Quot.sound]
#print axioms RingCCDAmplitudeGap.amplitude_gap_sharp
-- 'RingCCDAmplitudeGap.amplitude_gap_sharp' depends on axioms: [propext, Classical.choice, Quot.sound]
#print axioms RingCCDAmplitudeGap.physical_amplitude_bound
-- 'RingCCDAmplitudeGap.physical_amplitude_bound' depends on axioms: [propext, Classical.choice, Quot.sound]
```

## What the hypotheses mean and how the lemmas use them

The finite type `n` labels the excitations, and `Matrix n n ℝ` holds $A$, $B$ and $T$. The product `T *ᵥ v` is matrix times vector, and `⬝ᵥ` is the real dot product. Vectors are not normalised, which is why `v ⬝ᵥ v` appears in the bounds. `amplitudeResidual A B T = 0` fixes the sign convention of the amplitude equation, and `gapEdge a b` is $r$.

In `amplitude_gap`, `hA` and `hB` are the two bounds, `hT` is the symmetry of $T$, and `hv0` and `hv` say that $v$ is an eigenvector with eigenvalue $t$. Symmetry of $A$ and $B$ is not assumed. Only their quadratic forms enter, so for a nonsymmetric $B$ the number $b$ need not bound the matrix norm.

The condition `v ≠ 0` is easily forgotten when an eigenvalue is written this way. Without it, the zero vector would make every real $t$ an eigenvalue, and the gap statement would fail at $t=1$. In `physical_amplitude_bound` the same omission would do the opposite damage: `hphys` would require $|t|<1$ for every real $t$, and the theorem would be true but empty.

The lemmas follow the derivation:

- `gapEdge_spec` proves $0<r<1$ and the scalar equation for $r$. It names the square root `s`, gets the inequalities by contradiction with `nlinarith`, and gets the equation by multiplying through by $b$.
- `outside_gap_iff` contains the factorisation as `key`; the signs of the two factors give both directions.
- `eigenvector_expectation` proves in `hleft` that $T$ acts to the left as multiplication by $t$. It then takes the expectation value of the whole residual and simplifies each term.
- `amplitude_gap` takes moduli with `congrArg abs`, inserts the bounds and cancels the positive factor $v\cdot v$.
- `amplitude_gap_sharp` checks the residual and both bounds for the multiples of the identity.
- `expectation_nonneg` uses Mathlib's eigenvector basis to pass from nonnegative eigenvalues to nonnegative expectation values.
- `physical_amplitude_bound` selects the lower branch and applies that lemma to $r\mathbf 1-T$ and $r\mathbf 1+T$.

## Solutions and systems beyond the bound

The theorems take a symmetric solution $T$ as given. They do not show that one exists for given $A$ and $B$, that it is unique, or that an iteration reaches it. In `physical_amplitude_bound`, the condition that all eigenvalues lie below one in modulus is likewise a hypothesis.

The residual must vanish exactly, whereas a converged calculation leaves a small remainder and has rounding errors. A numerical test therefore needs a tolerance that these statements do not supply. Complex orbitals and infinite excitation spaces are not covered either.

The bounds also compare the worst case of $A$ with the worst case of $B$, even when these belong to different excitations. For $A=\operatorname{diag}(1,10)$ and $B=\operatorname{diag}(0,5)$, both $A+B$ and $A-B$ are positive definite, but the best constants are $a=1$ and $b=5$. The theorem then gives no gap, although the system is stable.
